# Without an invariant phonon mode, a symmetric linear coupling has no diagonal element in a non-degenerate state

Put an electron on two sites and let a phonon of amplitude $u$ raise one site energy by $u$ and lower the other by $u$:

$$H(u)=\begin{pmatrix}u&0\\0&-u\end{pmatrix},\qquad \psi=\tfrac1{\sqrt2}\begin{pmatrix}1\\1\end{pmatrix}.$$

Exchanging the sites leaves $\psi$ alone and turns $H(u)$ into $H(-u)$. The matrix element $m(u)=\langle\psi,H(u)\psi\rangle$ therefore satisfies $m(u)=m(-u)=-m(u)$, so it is zero, although $H(u)\psi$ is not zero for $u\neq0$.

The same argument works for any finite symmetry group. The phonon amplitudes form a complex vector space $V$ and the electron states a complex inner product space $E$; neither needs finite dimension.

In Lean 4 with Mathlib:

```lean
import Mathlib

open Finset

namespace IntravalleyOpticalSelection

noncomputable section

variable {V E G : Type*} [AddCommGroup V] [Module ℂ V]
  [NormedAddCommGroup E] [InnerProductSpace ℂ E]
```

## Covariance makes the matrix element invariant

The coupling $H$ is linear in the phonon amplitude, and each $H(u)$ is a linear operator on all of $E$, not necessarily Hermitian. Suppose a symmetry operation acts as $T$ on phonons and as a unitary $U$ on electrons. Transforming both together must change nothing:

$$H(Tu)\,Ux=U\,H(u)x .$$

```lean
/-- The electron-phonon coupling `H` is covariant under an operation that acts as `T` on
phonon amplitudes and as the unitary `U` on electron states. -/
def Covariant (T : V →ₗ[ℂ] V) (U : E ≃ₗᵢ[ℂ] E) (H : V →ₗ[ℂ] E →ₗ[ℂ] E) : Prop :=
  ∀ u x, H (T u) (U x) = U (H u x)
```

Let $U\psi=c\psi$, as for a non-degenerate state. If $\psi\neq0$, unitarity gives $|c|=1$, and

$$\langle\psi,H(u)\psi\rangle=\langle U\psi,U H(u)\psi\rangle=\langle U\psi,H(Tu)U\psi\rangle=|c|^2\langle\psi,H(Tu)\psi\rangle .$$

Hence $m(Tu)=m(u)$; for $\psi=0$ both sides vanish. In the proof, `hn` and `hcc` establish $|c|=1$ and $\bar c c=1$, and `key` is the chain above.

```lean
/-- If the coupling is covariant under an operation that changes `ψ` only by a factor, the
diagonal matrix element is the same for a phonon and for its transformed copy. -/
theorem matrixElement_invariant {T : V →ₗ[ℂ] V} {U : E ≃ₗᵢ[ℂ] E}
    {H : V →ₗ[ℂ] E →ₗ[ℂ] E} {ψ : E} (hH : Covariant T U H)
    (hψ : ∃ c : ℂ, U ψ = c • ψ) (u : V) :
    inner ℂ ψ (H (T u) ψ) = inner ℂ ψ (H u ψ) := by
  obtain ⟨c, hc⟩ := hψ
  by_cases h0 : ψ = 0
  · simp [h0]
  -- unitarity makes the factor a phase
  have hn : ‖c‖ = 1 := by
    have h := U.norm_map ψ
    rw [hc, norm_smul] at h
    exact mul_right_cancel₀ (norm_ne_zero_iff.mpr h0) (by rw [h, one_mul])
  have hcc : (starRingEnd ℂ) c * c = 1 := by
    rw [mul_comm, Complex.mul_conj, Complex.normSq_eq_norm_sq, hn]
    norm_num
  have key := U.inner_map_map ψ (H u ψ)
  rw [← hH u ψ, hc, map_smul, inner_smul_left, inner_smul_right, ← mul_assoc, hcc,
    one_mul] at key
  exact key
```

## Summing over the group gives the selection rule

Let a finite group $G$ act on $V$ by $\rho$, and put $s=\sum_{h}\rho(h)u$. Applying $\rho(g)$ only reorders the sum, so $s$ is a fixed vector. If $V$ has no nonzero fixed vector, then $s=0$ and

$$0=m(s)=\sum_{h}m(\rho(h)u)=|G|\,m(u).$$

Dividing by $|G|$ gives $m(u)=0$. In the code, `hfix` is the assumption on fixed vectors, `h0` says $s=0$, and `hs` expands $m(s)$ by linearity.

```lean
/-- Selection rule: for a finite symmetry group, a covariant coupling and a state spanning an
invariant line, the diagonal matrix element vanishes if no nonzero phonon is invariant. -/
theorem selection_rule [Group G] [Fintype G] (ρ : G →* Module.End ℂ V)
    (U : G → E ≃ₗᵢ[ℂ] E) (H : V →ₗ[ℂ] E →ₗ[ℂ] E) (ψ : E)
    (hH : ∀ g, Covariant (ρ g) (U g) H) (hψ : ∀ g, ∃ c : ℂ, U g ψ = c • ψ)
    (hfix : ∀ u, (∀ g, ρ g u = u) → u = 0) (u : V) :
    inner ℂ ψ (H u ψ) = 0 := by
  -- the sum over the orbit is a fixed vector, hence zero
  have h0 : ∑ h, ρ h u = 0 := hfix _ fun g => by
    rw [map_sum]
    exact Fintype.sum_equiv (Equiv.mulLeft g) _ _ (fun h => by simp)
  have hs : inner ℂ ψ (H (∑ h, ρ h u) ψ) = ∑ h, inner ℂ ψ (H (ρ h u) ψ) := by
    simp only [map_sum, LinearMap.sum_apply, inner_sum]
  rw [h0, sum_congr rfl (fun g _ => matrixElement_invariant (hH g) (hψ g) u),
    sum_const, card_univ, nsmul_eq_mul] at hs
  simp only [map_zero, LinearMap.zero_apply, inner_zero_right] at hs
  exact (mul_eq_zero.mp hs.symm).resolve_left (Nat.cast_ne_zero.mpr Fintype.card_ne_zero)
```

The phonon action `ρ` is a homomorphism, but `U` is only a function from $G$ to unitaries. Its phases are free, so operations that involve spin or fractional translations can be entered without adjusting them. If $\psi\neq0$ and the $U_g$ multiply like $G$ up to phases, rescaling each $U_g$ so that $U_g\psi=\psi$ turns `U` into a homomorphism. A spin doublet in which no state spans an invariant line is not covered.

For semiclassical transport, when no optical mode is invariant under the valley's symmetry group, the rule removes the lowest-order intravalley optical scattering of a non-degenerate state at the valley minimum, in a model linear in the phonon amplitude and at zero phonon wavevector. Terms that grow with the phonon wavevector or with the electron's distance from the minimum are not covered. Nor is the long-range Fröhlich coupling, which in a bulk polar crystal diverges as the phonon wavevector goes to zero.

## An invariant mode permits a coupling

Conversely, let $w\neq0$ be fixed by $G$. Choose a linear functional $f$ with $f(w)\neq0$ and set

$$\varphi(u)=\sum_g f(\rho(g)u),\qquad H(u)=\varphi(u)\,\mathbf 1 .$$

Then $\varphi$ is invariant, so $H$ is covariant, and $\langle\psi,H(w)\psi\rangle=|G|\,f(w)\,\|\psi\|^2\neq0$ for every $\psi\neq0$. This coupling is a uniform energy shift. Its existence shows that symmetry does not forbid the matrix element; the size in a given material is a separate question.

```lean
/-- Converse: if a nonzero phonon `w` is invariant under the finite group, some covariant
coupling has a nonzero diagonal matrix element for `w` in any given nonzero state. -/
theorem allowed_of_fixed [Group G] [Fintype G] (ρ : G →* Module.End ℂ V)
    (U : G → E ≃ₗᵢ[ℂ] E) {ψ : E} (hψ : ψ ≠ 0) {w : V} (hw0 : w ≠ 0)
    (hw : ∀ g, ρ g w = w) :
    ∃ H : V →ₗ[ℂ] E →ₗ[ℂ] E,
      (∀ g, Covariant (ρ g) (U g) H) ∧ inner ℂ ψ (H w ψ) ≠ 0 := by
  obtain ⟨f, hf⟩ : ∃ f : Module.Dual ℂ V, f w ≠ 0 := by
    by_contra! hc
    exact hw0 ((Module.forall_dual_apply_eq_zero_iff ℂ w).mp hc)
  -- sum the functional over the group
  let φ : V →ₗ[ℂ] ℂ := ∑ g, f ∘ₗ (ρ g : V →ₗ[ℂ] V)
  have hφ : ∀ g u, φ (ρ g u) = φ u := fun g u => by
    simp only [φ, LinearMap.sum_apply, LinearMap.comp_apply]
    exact Fintype.sum_equiv (Equiv.mulRight g) _ _ (fun h => by simp)
  have hφw : φ w ≠ 0 := by
    simp [φ, hw, hf]
  refine ⟨φ.smulRight LinearMap.id, fun g u x => ?_, ?_⟩
  · simp only [LinearMap.smulRight_apply, LinearMap.smul_apply, LinearMap.id_apply, hφ,
      map_smul]
  · simp only [LinearMap.smulRight_apply, LinearMap.smul_apply, LinearMap.id_apply,
      inner_smul_right]
    exact mul_ne_zero hφw (inner_self_ne_zero.mpr hψ)
```

## The Δ and L valleys

The zone-centre optical triplet of the diamond structure transforms like $yz,zx,xy$; this is the physical input. A mode with amplitudes $a=(a_0,a_1,a_2)$ is represented by the function $a_0yz+a_1zx+a_2xy$, with $(x,y,z)=(r_0,r_1,r_2)$, and symmetries act by substituting coordinates.

```lean
/-- The optical mode with amplitudes `a`, as the function `a₀ yz + a₁ zx + a₂ xy`. -/
def form (a : Fin 3 → ℂ) (r : Fin 3 → ℝ) : ℂ :=
  a 0 * r 1 * r 2 + a 1 * r 2 * r 0 + a 2 * r 0 * r 1
```

A Δ valley on the $z$ axis, as in silicon, is mapped to itself by the fourfold operation $(x,y,z)\to(y,-x,z)$. In the crystal this rotation is combined with a fractional translation that exchanges the two sublattices, so a relative displacement of the sublattices along $z$ changes sign, as $xy$ does. Substitution gives

$$a_0yz+a_1zx+a_2xy\;\to\;a_1yz-a_0zx-a_2xy .$$

Invariance requires $a_1=a_0$, $-a_0=a_1$ and $-a_2=a_2$, hence $a=0$. The proof reads off these three equations at the points $(0,1,1)$, $(1,0,1)$ and $(1,1,0)$.

```lean
/-- Δ valley: the only optical mode invariant under the fourfold rotation
`(x, y, z) → (y, -x, z)` is zero. -/
theorem delta_fixed (a : Fin 3 → ℂ) :
    (∀ r, form a ![r 1, -r 0, r 2] = form a r) ↔ a = 0 := by
  constructor
  · intro h
    -- probe the mode function on the three face diagonals
    have h0 : a 1 = a 0 := by simpa [form] using h ![0, 1, 1]
    have h1 : -a 0 = a 1 := by simpa [form] using h ![1, 0, 1]
    have h2 : -a 2 = a 2 := by simpa [form] using h ![1, 1, 0]
    have e0 : a 0 = 0 := by linear_combination (-1 / 2 : ℂ) * h0 - (1 / 2 : ℂ) * h1
    have e2 : a 2 = 0 := by linear_combination (-1 / 2 : ℂ) * h2
    ext i
    fin_cases i
    · exact e0
    · exact h0.trans e0
    · exact e2
  · rintro rfl r
    simp [form]
```

An L valley along $(1,1,1)$, as in germanium, is mapped to itself by all permutations of the coordinates. Exchanging $x$ with $y$ forces $a_1=a_0$, and exchanging $x$ with $z$ forces $a_2=a_0$. Conversely, equal amplitudes give a multiple of

$$yz+zx+xy=\tfrac12\left[(x+y+z)^2-(x^2+y^2+z^2)\right],$$

which is symmetric. The proof uses this identity as `key`, and `s1` and `s2` say that the two sums ignore the order of the coordinates.

```lean
/-- L valley: the optical modes invariant under all permutations of the coordinates are exactly
the multiples of `(1,1,1)`. -/
theorem L_fixed (a : Fin 3 → ℂ) :
    (∀ (σ : Equiv.Perm (Fin 3)) (r : Fin 3 → ℝ), form a (r ∘ σ) = form a r) ↔
      a ∈ Submodule.span ℂ {(![1, 1, 1] : Fin 3 → ℂ)} := by
  have hv : (![1, 1, 1] : Fin 3 → ℂ) = fun _ => 1 := by
    ext i
    fin_cases i <;> rfl
  rw [Submodule.mem_span_singleton, hv]
  constructor
  · intro h
    have h1 : a 1 = a 0 := by
      simpa [form, Equiv.swap_apply_def] using h (Equiv.swap 0 1) ![0, 1, 1]
    have h2 : a 2 = a 0 := by
      simpa [form, Equiv.swap_apply_def] using h (Equiv.swap 0 2) ![0, 1, 1]
    refine ⟨a 0, ?_⟩
    ext i
    fin_cases i <;> simp [h1, h2]
  · rintro ⟨c, hc⟩ σ r
    have ha : ∀ i, a i = c := fun i => by simp [← hc]
    -- yz + zx + xy is a combination of symmetric power sums
    have key : ∀ q : Fin 3 → ℝ,
        form a q = c * ((∑ i, (q i : ℂ)) ^ 2 - ∑ i, (q i : ℂ) ^ 2) / 2 := fun q => by
      simp only [form, ha, Fin.sum_univ_three]
      ring
    have s1 : ∑ i, (r (σ i) : ℂ) = ∑ i, (r i : ℂ) :=
      Equiv.sum_comp σ fun i => (r i : ℂ)
    have s2 : ∑ i, (r (σ i) : ℂ) ^ 2 = ∑ i, (r i : ℂ) ^ 2 :=
      Equiv.sum_comp σ fun i => (r i : ℂ) ^ 2
    rw [key (r ∘ σ), key r]
    simp only [Function.comp_apply, s1, s2]
```

These two theorems find the invariant modes; inserting them into the general results is a short step left to the reader. For Δ, the cyclic group generated by the fourfold operation already suffices to forbid the coupling. For L, inversion also belongs to the valley's point group, but it leaves quadratic functions unchanged, so $(1,1,1)$ stays invariant.

## The two-site electron in full

The opening example meets every hypothesis of the selection rule with a nonzero coupling. The group `ℤˣ` $=\{1,-1\}$ also labels the sites, and $g$ acts on electron states by $(U_gx)_k=x_{g^{-1}k}$.

```lean
/-- An electron on two sites `±1`: the element `-1` exchanges the sites. -/
def siteSwap (g : ℤˣ) : EuclideanSpace ℂ ℤˣ ≃ₗᵢ[ℂ] EuclideanSpace ℂ ℤˣ :=
  LinearIsometryEquiv.piLpCongrLeft 2 ℂ ℂ (Equiv.mulLeft g)
```

The phonon has one complex amplitude, which $g$ multiplies by $\pm1$.

```lean
/-- A single phonon amplitude that changes sign under the exchange of the sites. -/
def oddMode : ℤˣ →* Module.End ℂ ℂ where
  toFun g := ((g : ℤ) : ℂ) • 1
  map_one' := by simp
  map_mul' a b := by ext; simp; ring
```

The coupling is $(H(u)x)_k=u\,k\,x_k$.

```lean
/-- The odd phonon shifts the energies of the two sites by `u` and `-u`. -/
def siteCoupling : ℂ →ₗ[ℂ] EuclideanSpace ℂ ℤˣ →ₗ[ℂ] EuclideanSpace ℂ ℤˣ :=
  LinearMap.mk₂ ℂ (fun u x => WithLp.toLp 2 fun k => u * ((k : ℤ) : ℂ) * x k)
    (by intros; ext k; simp; ring) (by intros; ext k; simp; ring)
    (by intros; ext k; simp; ring) (by intros; ext k; simp; ring)
```

Covariance holds because $g\,k=g^{-1}k$ for signs. The equal superposition is unchanged by the exchange, and $-u=u$ forces $u=0$. The code uses the unnormalised vector $(1,1)$; for the normalised $\psi$, $H(1)\psi=(1,-1)/\sqrt2\neq0$.

```lean
/-- The two-site electron with its odd phonon and the equal superposition of the sites meets the
hypotheses of the selection rule, and the coupling does not annihilate that state. -/
theorem selection_rule_witness :
    (∀ g, Covariant (oddMode g) (siteSwap g) siteCoupling) ∧
    (∀ g, ∃ c : ℂ, siteSwap g (WithLp.toLp 2 fun _ => 1) = c • WithLp.toLp 2 fun _ => 1) ∧
    (∀ u, (∀ g, oddMode g u = u) → u = 0) ∧
    siteCoupling 1 (WithLp.toLp 2 fun _ => 1) ≠ 0 := by
  have hS : ∀ g x k, siteSwap g x k = x (g⁻¹ * k) := fun _ _ _ => rfl
  have hO : ∀ g u, oddMode g u = ((g : ℤ) : ℂ) * u := fun _ _ => rfl
  have hC : ∀ u x k, siteCoupling u x k = u * ((k : ℤ) : ℂ) * x k := fun _ _ _ => rfl
  refine ⟨fun g u x => ?_, fun g => ⟨1, ?_⟩, fun u h => ?_, fun h => ?_⟩
  · ext k
    rw [hC, hS, hS, hC, hO]
    rcases Int.units_eq_one_or g with rfl | rfl <;> simp
  · ext k
    rw [hS]
    simp
  · have h1 := h (-1)
    have h2 : (((-1 : ℤˣ) : ℤ) : ℂ) = -1 := by simp
    rw [hO, h2] at h1
    linear_combination (-1 / 2 : ℂ) * h1
  · have h1 := hC 1 (WithLp.toLp 2 fun _ => 1) 1
    rw [h] at h1
    simp at h1

end

end IntravalleyOpticalSelection
```

The same model shows what the condition on $\psi$ does. Take the electron localised on site $+1$, $\psi=(1,0)$. The exchange moves it to the other site, so it does not span an invariant line, and $\langle\psi,H(u)\psi\rangle=u$. The coupling and the phonon are as before, yet the matrix element survives.

```lean
#print axioms IntravalleyOpticalSelection.matrixElement_invariant
#print axioms IntravalleyOpticalSelection.selection_rule
#print axioms IntravalleyOpticalSelection.delta_fixed
#print axioms IntravalleyOpticalSelection.L_fixed
```

```
'IntravalleyOpticalSelection.matrixElement_invariant' depends on axioms: [propext, Classical.choice, Quot.sound]
'IntravalleyOpticalSelection.selection_rule' depends on axioms: [propext, Classical.choice, Quot.sound]
'IntravalleyOpticalSelection.delta_fixed' depends on axioms: [propext, Classical.choice, Quot.sound]
'IntravalleyOpticalSelection.L_fixed' depends on axioms: [propext, Classical.choice, Quot.sound]
```
